# Averaging a discrete-time lattice partition function over boundary twists leaves only the zero-winding world lines

When I sample world lines of a boson on a ring with local updates only, I start from a configuration that doesn't wind around the ring, and the run never leaves that sector. I have been told that the run therefore samples the ring averaged over all boundary twists, and not the periodic ring. This puzzles me. At a general twist the world lines carry complex phases, yet my weights are all positive. How can an average over ensembles with phases be an ensemble without them, and is its partition function larger or smaller than the periodic one?

## The phases cancel sector by sector

The twist enters a world line's weight only through its winding number. Averaging over the twist removes every winding sector except zero, where the phase is 1. If the untwisted weights are nonnegative, the average can't exceed the periodic partition function.

Let $D$ and $T$ be real square matrices over a finite set of basis states. $D$ describes one time slice without a crossing of a chosen seam in the ring, $T$ a crossing to the right, and $T^T$ a crossing to the left. With twist $f$, the transfer matrix and the partition function for $n$ slices are

$$M(f)=D+e^{if}T+e^{-if}T^T,\qquad Z(f)=\operatorname{Tr}M(f)^n .$$

**Expansion.** Give the steps stay, right and left the matrices $A_s=D,T,T^T$ and the charges $q_s=0,1,-1$, so that $M(f)=\sum_s e^{iq_sf}A_s$. The seam crossings of a world line are recorded by a word $w=(w_0,\dots,w_{n-1})$ of steps, with winding $W(w)=\sum_k q_{w_k}$ and ordered product $P(w)=A_{w_0}\cdots A_{w_{n-1}}$. Then

$$M(f)^n=\sum_w e^{iW(w)f}P(w).$$

For $n=0$ there is only the empty word, with winding 0 and product $1$. For the step from $n$ to $n+1$, multiply by $M(f)$ from the left:

$$M(f)\,M(f)^n=\sum_{s,w}e^{i(q_s+W(w))f}A_sP(w).$$

Each pair $(s,w)$ is exactly one word of length $n+1$. With $t(w)=\operatorname{Tr}P(w)$, the trace gives $Z(f)=\sum_w e^{iW(w)f}t(w)$. Written out in the basis, $t(w)$ is the sum of the untwisted weights of all world lines, that is, closed paths of basis states, with the crossing record $w$.

**Projection.** For an integer $k\neq0$,

$$\frac1{2\pi}\int_0^{2\pi}e^{ikf}\,df=\frac{e^{2\pi ik}-1}{2\pi ik}=0,$$

and for $k=0$ the value is 1. Hence, for every integer $W$,

$$\frac1{2\pi}\int_0^{2\pi}e^{-iWf}Z(f)\,df=\sum_{w:\,W(w)=W}t(w).$$

At $W=0$ this is the plain twist average. Since $W(w)$ is the number of right steps minus the number of left steps, the surviving words have equally many $T$ and $T^T$.

**Inequality.** Let all entries of $D$ and $T$ be nonnegative. Products of such matrices have nonnegative entries, so $t(w)\ge0$ for every word, and

$$\frac1{2\pi}\int_0^{2\pi}Z(f)\,df=\sum_{W(w)=0}t(w)\le\sum_w t(w)=Z(0).$$

The difference is the total weight of the winding words, so equality holds exactly when each of them has $t(w)=0$. At a single twist, the triangle inequality gives $|Z(f)|\le\sum_w t(w)=Z(0)$.

A three-site ring with unit hopping and $n=3$ is an extreme toy case. Every closed path of three hops winds once, so $Z(f)=6\cos f$. The periodic value is 6 and the average is 0. A thermal partition function $\operatorname{Tr}e^{-\beta H(f)}$ with Hermitian $H(f)$ is positive at every twist, so its average can't vanish.

For world-line Monte Carlo with a transfer matrix of this form and nonnegative $D$ and $T$, a run that samples the whole zero-winding sector with the untwisted weights thus has the twist-averaged partition function as its normalisation. The form allows at most one seam crossing per slice, whereas a general slice $e^{-\tau H}$ also contains multiple crossings. It is $Z$ that is averaged, not the free energy.

## What the Lean statements say

The finite type `m` labels the basis states, and `D T : Matrix m m ℝ` are the matrices above. The crossing record of a world line is a function `w : Fin n → Step`, `winding w` is its integer $W(w)$, and `wordProd D T w` is $P(w)$, with slice 0 leftmost. The map `cplx` reads a real matrix as a complex one, and `twisted D T f` is $M(f)$. `sectorSum D T n W` adds the word traces at fixed winding, and `twistAverage D T n` is the integral over $[0,2\pi]$ divided by $2\pi$.

The main theorem, `twistAverage_eq_and_le`, assumes `hD` and `hT`, the nonnegativity of all entries. It states that the average equals `sectorSum D T n 0` and is at most the untwisted trace. `winding_eq_zero_iff` translates zero winding into equal numbers of right and left steps. The projection onto any sector, `sector_projection`, needs no sign condition.

The inequality is between complex numbers. In the order used here, $z\le z'$ means that the real parts are ordered and the imaginary parts are equal. Both sides are in fact real, since each equals a sum of real traces.

Physically, nonnegativity ensures that the untwisted model has no sign problem in the chosen basis. It is assumed, not derived from a Hamiltonian. With no condition on the sign of $T$ the inequality can fail: for $1\times1$ matrices $D=1$, $T=-1$ and $n=1$, the average is 1 while $M(0)=-1$.

The matrices are otherwise general, so $D$ need not be symmetric, and "winding" is the net seam-crossing count whatever the geometry. The theorems concern a fixed number of slices. They don't treat the continuous-time limit or the ergodicity of a sampling algorithm.

```lean
import Mathlib

open Matrix
open scoped ComplexOrder

namespace TwistAveragedWorldLines

noncomputable section

/-- One time slice of a world line: no seam crossing, or a crossing to the right or left. -/
inductive Step
  | stay
  | right
  | left
  deriving DecidableEq

/-- There are three kinds of step. -/
instance : Fintype Step where
  elems := {Step.stay, Step.right, Step.left}
  complete := fun s => by cases s <;> simp

/-- The signed number of seam crossings in one step. -/
def Step.charge : Step → ℤ
  | .stay => 0
  | .right => 1
  | .left => -1

variable {m : Type*} [Fintype m] [DecidableEq m] {n : ℕ}

/-- The transfer matrix of a step: `D` without crossing, `T` to the right, `Tᵀ` to the left. -/
def stepMatrix (D T : Matrix m m ℝ) : Step → Matrix m m ℝ
  | .stay => D
  | .right => T
  | .left => Tᵀ

/-- The winding of a world line: its net number of seam crossings. -/
def winding (w : Fin n → Step) : ℤ := ∑ i, (w i).charge

/-- The ordered product of the step matrices along a word of steps. -/
def wordProd (D T : Matrix m m ℝ) (w : Fin n → Step) : Matrix m m ℝ :=
  (List.ofFn fun i => stepMatrix D T (w i)).prod

/-- A real matrix read as a complex one. -/
def cplx : Matrix m m ℝ →+* Matrix m m ℂ := Complex.ofRealHom.mapMatrix

/-- The twisted transfer matrix `M(f) = D + exp(if) T + exp(-if) Tᵀ`. -/
def twisted (D T : Matrix m m ℝ) (f : ℝ) : Matrix m m ℂ :=
  cplx D + Complex.exp (Complex.I * f) • cplx T + Complex.exp (-(Complex.I * f)) • cplx Tᵀ

/-- The sum of the traces of all words of length `n` with winding `W`. -/
def sectorSum (D T : Matrix m m ℝ) (n : ℕ) (W : ℤ) : ℝ :=
  ∑ w ∈ Finset.univ.filter (fun w : Fin n → Step => winding w = W), (wordProd D T w).trace

/-- The average of `Tr M(f)^n` over twists `f` in `[0, 2π]`. -/
def twistAverage (D T : Matrix m m ℝ) (n : ℕ) : ℂ :=
  (2 * Real.pi : ℂ)⁻¹ * ∫ f in (0 : ℝ)..(2 * Real.pi), (twisted D T f ^ n).trace

/-- A world line has zero winding exactly when it has equally many right and left crossings. -/
theorem winding_eq_zero_iff (w : Fin n → Step) :
    winding w = 0 ↔ (Finset.univ.filter fun i => w i = Step.right).card =
      (Finset.univ.filter fun i => w i = Step.left).card := by
  have h : winding w = ((Finset.univ.filter fun i => w i = Step.right).card : ℤ) -
      ((Finset.univ.filter fun i => w i = Step.left).card : ℤ) := by
    rw [Finset.card_filter, Finset.card_filter]
    push_cast
    rw [← Finset.sum_sub_distrib]
    refine Finset.sum_congr rfl fun i _ => ?_
    cases w i <;> simp [Step.charge]
  omega

/-- The power `M(f)^n` is the sum over words of `n` steps of their matrix products, each with the
phase `exp(i W f)` of its winding `W`. -/
theorem twisted_pow (D T : Matrix m m ℝ) (f : ℝ) (n : ℕ) :
    twisted D T f ^ n = ∑ w : Fin n → Step,
      Complex.exp ((winding w : ℂ) * Complex.I * f) • cplx (wordProd D T w) := by
  have hM : twisted D T f = ∑ s : Step,
      Complex.exp ((s.charge : ℂ) * Complex.I * f) • cplx (stepMatrix D T s) := by
    have hu : (Finset.univ : Finset Step) = {Step.stay, Step.right, Step.left} := by decide
    rw [hu]
    simp [twisted, stepMatrix, Step.charge, add_assoc]
  induction n with
  | zero => simp [winding, wordProd]
  | succ n ih =>
    -- split off the first time slice
    rw [pow_succ', ih, hM, Finset.sum_mul_sum, ← Fintype.sum_prod_type']
    refine Fintype.sum_equiv (Fin.consEquiv (fun _ => Step)) _ _ ?_
    rintro ⟨s, w⟩
    have hc : Fin.consEquiv (fun _ => Step) (s, w) = (Fin.cons s w : Fin (n + 1) → Step) := rfl
    have hp : wordProd D T (Fin.cons s w : Fin (n + 1) → Step) =
        stepMatrix D T s * wordProd D T w := by
      simp [wordProd, List.ofFn_succ]
    have hw : winding (Fin.cons s w : Fin (n + 1) → Step) = s.charge + winding w := by
      simp [winding, Fin.sum_univ_succ]
    rw [hc, hp, hw, map_mul, smul_mul_smul_comm, ← Complex.exp_add]
    congr 2
    push_cast
    ring

/-- The trace of `M(f)^n` is the sum over words of `n` steps of phase times word trace. -/
theorem trace_twisted_pow (D T : Matrix m m ℝ) (f : ℝ) (n : ℕ) :
    (twisted D T f ^ n).trace = ∑ w : Fin n → Step,
      Complex.exp ((winding w : ℂ) * Complex.I * f) * ((wordProd D T w).trace : ℂ) := by
  have ht : ∀ A : Matrix m m ℝ, (cplx A).trace = (A.trace : ℂ) := fun A => by
    simp [cplx, Matrix.trace]
  rw [twisted_pow, Matrix.trace_sum]
  refine Finset.sum_congr rfl fun w _ => ?_
  rw [Matrix.trace_smul, ht, smul_eq_mul]

/-- Without twist, the trace is the plain sum of all word traces. -/
theorem trace_untwisted (D T : Matrix m m ℝ) (n : ℕ) :
    (twisted D T 0 ^ n).trace =
      ((∑ w : Fin n → Step, (wordProd D T w).trace : ℝ) : ℂ) := by
  rw [trace_twisted_pow, Complex.ofReal_sum]
  refine Finset.sum_congr rfl fun w _ => ?_
  rw [Complex.ofReal_zero, mul_zero, Complex.exp_zero, one_mul]

/-- The Fourier coefficient of `Tr M(f)^n` at the integer `W` is the sum of the traces of
the words with winding `W`. -/
theorem sector_projection (D T : Matrix m m ℝ) (n : ℕ) (W : ℤ) :
    (2 * Real.pi : ℂ)⁻¹ * ∫ f in (0 : ℝ)..(2 * Real.pi),
      Complex.exp (-((W : ℂ) * Complex.I * f)) * (twisted D T f ^ n).trace
      = (sectorSum D T n W : ℂ) := by
  have hpi : (2 * Real.pi : ℂ) ≠ 0 := by
    exact_mod_cast (by positivity : (2 * Real.pi : ℝ) ≠ 0)
  -- orthogonality of the phases
  have orth : ∀ k : ℤ, ∫ f in (0 : ℝ)..(2 * Real.pi), Complex.exp ((k : ℂ) * Complex.I * f)
      = if k = 0 then (2 * Real.pi : ℂ) else 0 := by
    intro k
    split_ifs with hk
    · simp [hk]
    · have hc : (k : ℂ) * Complex.I ≠ 0 :=
        mul_ne_zero (Int.cast_ne_zero.mpr hk) Complex.I_ne_zero
      have he : Complex.exp ((k : ℂ) * Complex.I * ((2 * Real.pi : ℝ) : ℂ)) = 1 := by
        rw [← Complex.exp_int_mul_two_pi_mul_I k]
        congr 1
        push_cast
        ring
      rw [integral_exp_mul_complex hc, he]
      simp
  have hsum : ∀ f : ℝ, Complex.exp (-((W : ℂ) * Complex.I * f)) * (twisted D T f ^ n).trace
      = ∑ w : Fin n → Step, Complex.exp (((winding w - W : ℤ) : ℂ) * Complex.I * f) *
        ((wordProd D T w).trace : ℂ) := by
    intro f
    rw [trace_twisted_pow, Finset.mul_sum]
    refine Finset.sum_congr rfl fun w _ => ?_
    rw [← mul_assoc, ← Complex.exp_add]
    congr 2
    push_cast
    ring
  simp_rw [hsum]
  rw [intervalIntegral.integral_finsetSum
    (fun w _ => Continuous.intervalIntegrable (by fun_prop) _ _), Finset.mul_sum,
    sectorSum, Complex.ofReal_sum, Finset.sum_filter]
  refine Finset.sum_congr rfl fun w _ => ?_
  rw [intervalIntegral.integral_mul_const, orth]
  by_cases h : winding w = W
  · rw [if_pos (sub_eq_zero.mpr h), if_pos h, ← mul_assoc, inv_mul_cancel₀ hpi, one_mul]
  · rw [if_neg (fun h' => h (sub_eq_zero.mp h')), if_neg h, zero_mul, mul_zero]

/-- If `D` and `T` have nonnegative entries, the matrix product of every word of steps has
nonnegative trace. -/
theorem trace_word_nonneg {D T : Matrix m m ℝ} (hD : ∀ i j, 0 ≤ D i j)
    (hT : ∀ i j, 0 ≤ T i j) (w : Fin n → Step) : 0 ≤ (wordProd D T w).trace := by
  have hs : ∀ s i j, 0 ≤ stepMatrix D T s i j := by
    intro s i j
    cases s
    · exact hD i j
    · exact hT i j
    · exact hT j i
  have key : ∀ (k : ℕ) (v : Fin k → Step) (i j : m), 0 ≤ wordProd D T v i j := by
    intro k
    induction k with
    | zero =>
      intro v i j
      simp only [wordProd, List.ofFn_zero, List.prod_nil, Matrix.one_apply]
      split_ifs <;> norm_num
    | succ k ih =>
      intro v i j
      have h : wordProd D T v = stepMatrix D T (v 0) * wordProd D T (fun i => v i.succ) := by
        simp [wordProd, List.ofFn_succ]
      rw [h, Matrix.mul_apply]
      exact Finset.sum_nonneg fun l _ => mul_nonneg (hs _ _ _) (ih _ _ _)
  exact Finset.sum_nonneg fun i _ => key n w i i

/-- For `D` and `T` with nonnegative entries, the twist average of `Tr M(f)^n` is the sum of
the traces of the zero-winding words, and it is at most `Tr M(0)^n`. -/
theorem twistAverage_eq_and_le {D T : Matrix m m ℝ} (hD : ∀ i j, 0 ≤ D i j)
    (hT : ∀ i j, 0 ≤ T i j) (n : ℕ) :
    twistAverage D T n = (sectorSum D T n 0 : ℂ) ∧
      twistAverage D T n ≤ (twisted D T 0 ^ n).trace := by
  have h : twistAverage D T n = (sectorSum D T n 0 : ℂ) := by
    rw [← sector_projection]
    simp [twistAverage]
  refine ⟨h, ?_⟩
  rw [h, trace_untwisted, Complex.real_le_real]
  -- dropping the winding sectors discards nonnegative weights
  exact Finset.sum_le_sum_of_subset_of_nonneg (Finset.filter_subset _ _)
    fun w _ _ => trace_word_nonneg hD hT w

/-- For `D` and `T` with nonnegative entries, the twist average equals the untwisted trace
exactly when every word of nonzero winding has zero trace. -/
theorem twistAverage_eq_untwisted_iff {D T : Matrix m m ℝ} (hD : ∀ i j, 0 ≤ D i j)
    (hT : ∀ i j, 0 ≤ T i j) (n : ℕ) :
    twistAverage D T n = (twisted D T 0 ^ n).trace ↔
      ∀ w : Fin n → Step, winding w ≠ 0 → (wordProd D T w).trace = 0 := by
  have hsplit := Finset.sum_filter_add_sum_filter_not Finset.univ
    (fun w : Fin n → Step => winding w = 0) (fun w => (wordProd D T w).trace)
  have hz := Finset.sum_eq_zero_iff_of_nonneg
    (s := Finset.univ.filter fun w : Fin n → Step => ¬ winding w = 0)
    (f := fun w => (wordProd D T w).trace) (fun w _ => trace_word_nonneg hD hT w)
  rw [(twistAverage_eq_and_le hD hT n).1, trace_untwisted, Complex.ofReal_inj, ← hsplit,
    sectorSum, left_eq_add, hz]
  simp

/-- For `D` and `T` with nonnegative entries, no twist makes the modulus of `Tr M(f)^n`
larger than `Tr M(0)^n`. -/
theorem norm_trace_twisted_le {D T : Matrix m m ℝ} (hD : ∀ i j, 0 ≤ D i j)
    (hT : ∀ i j, 0 ≤ T i j) (n : ℕ) (f : ℝ) :
    ((‖(twisted D T f ^ n).trace‖ : ℝ) : ℂ) ≤ (twisted D T 0 ^ n).trace := by
  rw [trace_untwisted, Complex.real_le_real, trace_twisted_pow]
  refine (norm_sum_le _ _).trans (le_of_eq (Finset.sum_congr rfl fun w _ => ?_))
  rw [norm_mul, Complex.norm_real, Real.norm_of_nonneg (trace_word_nonneg hD hT w),
    Complex.norm_exp]
  simp

/-- On a three-site ring with unit hopping and the seam on one bond, the twist average of
`Tr M(f)^3` is strictly below `Tr M(0)^3`. -/
theorem three_site_ring_strict :
    twistAverage !![0, 1, 0; 1, 0, 1; 0, 1, 0] !![0, 0, 1; 0, 0, 0; 0, 0, 0] 3 <
      (twisted !![0, 1, 0; 1, 0, 1; 0, 1, 0] !![0, 0, 1; 0, 0, 0; 0, 0, 0] 0 ^ 3).trace := by
  have hD : ∀ i j, 0 ≤ (!![0, 1, 0; 1, 0, 1; 0, 1, 0] : Matrix (Fin 3) (Fin 3) ℝ) i j := by
    intro i j
    fin_cases i <;> fin_cases j <;> simp
  have hT : ∀ i j, 0 ≤ (!![0, 0, 1; 0, 0, 0; 0, 0, 0] : Matrix (Fin 3) (Fin 3) ℝ) i j := by
    intro i j
    fin_cases i <;> fin_cases j <;> simp
  refine lt_of_le_of_ne (twistAverage_eq_and_le hD hT 3).2 fun h => ?_
  -- the world line that goes once around the ring has weight one
  have h0 := (twistAverage_eq_untwisted_iff hD hT 3).mp h ![Step.right, Step.stay, Step.stay]
    (by simp [winding, Fin.sum_univ_succ, Step.charge])
  simp [wordProd, List.ofFn_succ, stepMatrix, Matrix.trace, Fin.sum_univ_succ] at h0

end

end TwistAveragedWorldLines
```

```lean
#print axioms TwistAveragedWorldLines.winding_eq_zero_iff
-- 'TwistAveragedWorldLines.winding_eq_zero_iff' depends on axioms: [propext, Classical.choice, Quot.sound]
#print axioms TwistAveragedWorldLines.twistAverage_eq_untwisted_iff
-- 'TwistAveragedWorldLines.twistAverage_eq_untwisted_iff' depends on axioms: [propext, Classical.choice, Quot.sound]
#print axioms TwistAveragedWorldLines.norm_trace_twisted_le
-- 'TwistAveragedWorldLines.norm_trace_twisted_le' depends on axioms: [propext, Classical.choice, Quot.sound]
#print axioms TwistAveragedWorldLines.three_site_ring_strict
-- 'TwistAveragedWorldLines.three_site_ring_strict' depends on axioms: [propext, Classical.choice, Quot.sound]
```

## From the expansion to the strict inequality

`twisted_pow` is the expansion. Its local statement `hM` writes $M(f)$ as a sum over the three steps. The induction splits off the first slice, and `Fin.consEquiv` identifies a pair of first step and remaining word with a longer word. The facts `hp` and `hw` say that products multiply and windings add. `trace_twisted_pow` then takes the trace, and `trace_untwisted` sets $f=0$.

In `sector_projection`, `orth` is the orthogonality integral, with the cases $k=0$ and $k\ne0$ treated separately. `hsum` absorbs $e^{-iWf}$ into the phases, which become $e^{i(W(w)-W)f}$. The finite sum is then exchanged with the integral, and only words with the chosen winding remain.

`trace_word_nonneg` proves by induction on the word length that every entry of the product is nonnegative, and then sums the diagonal. `twistAverage_eq_and_le` takes the projection at $W=0$ and compares a sum of nonnegative terms over a subset with the sum over all words.

For the equality condition, `twistAverage_eq_untwisted_iff` splits the full sum into zero and nonzero winding (`hsplit`), and uses that a sum of nonnegative terms vanishes only if every term does (`hz`). `norm_trace_twisted_le` is the triangle inequality with phases of modulus one. Finally, `three_site_ring_strict` supposes equality and contradicts it with the word right, stay, stay, whose trace is 1.

## A finite set of twists, and the winding fluctuations

The average could have been modelled as the mean over $N$ equally spaced twists $f_j=2\pi j/N$, $j=0,\dots,N-1$, which a program that diagonalises $M(f)$ can evaluate. Such a mean keeps the words whose winding is a multiple of $N$. Since $|W(w)|\le n$, it agrees with the average over all twists as soon as $N>n$. For smaller $N$, sectors such as $W=\pm N$ may contribute as well.

The same expansion also gives the mean square winding of the periodic ensemble, which is the variance of the winding when $D$ is symmetric. Differentiating twice at $f=0$ brings down $-W(w)^2$, so for nonnegative $D$ and $T$ with $Z(0)>0$,

$$-\frac{Z''(0)}{Z(0)}=\frac{\sum_w W(w)^2\,t(w)}{\sum_w t(w)}=\langle W^2\rangle .$$

A run confined to zero winding has $W=0$ throughout and can't estimate this response to a twist from its winding numbers. These two additions are ordinary derivations that the Lean file doesn't contain.
